# A continuous real symmetric Tamm-Dancoff matrix over the plane whose lowest eigenvalue takes both signs is singular at uncountably many points

Let $A(x)$ be a real symmetric $n\times n$ matrix, $n\ge 1$, depending continuously on $x\in\mathbb R^2$. If its lowest eigenvalue is positive at one point and negative at another, then $\det A(x)=0$ at uncountably many $x$. Moreover, the lowest eigenvalue is zero at some point that is a limit of other such points.

In linear-response density functional theory, the eigenvalues of the Tamm-Dancoff matrix are excitation energies measured from a ground state that is not coupled to the excited ones. For a finite, continuous matrix whose lowest excitation energy takes both signs over two nuclear coordinates, the ground state and the lowest excited state therefore cannot meet only at isolated points, as two coupled states can at a conical intersection.

```lean
import Mathlib

open Matrix Topology Filter

namespace TammDancoffCrossing

noncomputable section

variable {n : Type*} [Fintype n]
```

## Excitation energies and crossings

Put the ground-state energy at zero for every $x$. An excitation energy is a number $\mu$ with $Av=\mu v$ for some real amplitude vector $v\neq 0$, and the lowest excitation energy $\omega$ is the least such $\mu$. The ground state and the lowest excited state cross where $\omega=0$. Where $\omega<0$, an excited state lies below the reference state, which is then no longer the lowest state of the model.

```lean
/-- The number `ω` is the lowest eigenvalue of the Tamm-Dancoff matrix `A`, that is, its lowest
excitation energy measured from the uncoupled ground state. -/
def IsLowestExcitation (A : Matrix n n ℝ) (ω : ℝ) : Prop :=
  IsLeast {μ : ℝ | ∃ v : n → ℝ, v ≠ 0 ∧ A *ᵥ v = μ • v} ω
```

`IsLeast` says that `ω` belongs to the set of eigenvalues and is a lower bound for it. A crossing at `x` is thus `IsLowestExcitation (A x) 0`. The index type `n` labels the single excitations, whose number is the matrix size $n$ of the text, and `A *ᵥ v` is the matrix acting on an amplitude vector.

## The minimal energy expectation value

To follow the lowest eigenvalue as $x$ varies, introduce

$$m(A)=\inf\{\,v\cdot Av \;:\; v\cdot v=1\,\}.$$

```lean
/-- The infimum of the energy expectation value over normalised real amplitude vectors,
for a matrix of size at least one. -/
def rayleighMin (A : Matrix n n ℝ) : ℝ :=
  sInf ((fun v : n → ℝ => v ⬝ᵥ A *ᵥ v) '' {v | v ⬝ᵥ v = 1})
```

The unit sphere is closed, since $v\cdot v$ is continuous. It is bounded, since $v_i^2\le\sum_j v_j^2=1$ gives $|v_i|\le 1$ for each $i$. It is therefore compact, and the infimum is attained.

```lean
/-- The normalised real amplitude vectors form a compact set. -/
theorem isCompact_normalised : IsCompact {v : n → ℝ | v ⬝ᵥ v = 1} := by
  apply Metric.isCompact_of_isClosed_isBounded
  · refine isClosed_eq ?_ continuous_const
    simp only [dotProduct]
    fun_prop
  · refine (Metric.isBounded_closedBall (x := (0 : n → ℝ)) (r := 1)).subset ?_
    intro v hv
    have hv1 : ∑ j, v j * v j = 1 := hv
    rw [mem_closedBall_zero_iff, pi_norm_le_iff_of_nonneg zero_le_one]
    intro i
    have hi : v i * v i ≤ ∑ j, v j * v j :=
      Finset.single_le_sum (f := fun j => v j * v j)
        (fun j _ => mul_self_nonneg (v j)) (Finset.mem_univ i)
    rw [Real.norm_eq_abs]
    exact abs_le.2 ⟨by nlinarith, by nlinarith⟩
```

The minimum moves continuously with the matrix. For two matrices $A,B$ and any normalised $v$,

$$v\cdot Av\;\le\; v\cdot Bv+\sum_{i,j}|A_{ij}-B_{ij}|,$$

because $|v_i|\le1$. Minimising over $v$, and then exchanging $A$ and $B$, gives $|m(A)-m(B)|\le\sum_{i,j}|A_{ij}-B_{ij}|$.

```lean
/-- The minimal energy expectation value varies continuously when the matrix does. -/
theorem continuous_rayleighMin {X : Type*} [TopologicalSpace X] {A : X → Matrix n n ℝ}
    (hA : Continuous A) : Continuous fun x => rayleighMin (A x) := by
  refine isCompact_normalised.continuous_sInf (f := fun x (v : n → ℝ) => v ⬝ᵥ A x *ᵥ v) ?_
  change Continuous fun p : X × (n → ℝ) => p.2 ⬝ᵥ A p.1 *ᵥ p.2
  have hij : ∀ i j, Continuous fun x => A x i j := fun i j => hA.matrix_elem i j
  simp only [dotProduct, mulVec]
  exact continuous_finsetSum _ fun i _ => ((continuous_apply i).comp continuous_snd).mul
    (continuous_finsetSum _ fun j _ =>
      ((hij i j).comp continuous_fst).mul ((continuous_apply j).comp continuous_snd))
```

The Lean proof uses a general theorem in place of this estimate: the infimum over a compact set of a jointly continuous function is continuous in the parameter. What remains is to check that $(x,v)\mapsto v\cdot A(x)v$ is jointly continuous, which follows from its expansion as a finite sum.

## The minimum is the lowest eigenvalue

Let $v$ be a normalised minimiser and write $m=m(A)=v\cdot Av$. Scaling any nonzero $w$ to unit length gives

$$m\,(w\cdot w)\le w\cdot Aw,$$

which also holds for $w=0$. Insert $w=v+tr$ with an arbitrary direction $r$ and real $t$. By the symmetry of $A$, the two cross terms are equal, and the terms without $t$ cancel, leaving

$$0\le t^2\,(r\cdot Ar-m\,r\cdot r)+2t\,d,\qquad d=r\cdot Av-m\,r\cdot v.$$

A quadratic in $t$ that is never negative has discriminant at most zero, so $4d^2\le0$ and $d=0$. Choosing $r=Av-mv$ turns $d=0$ into $|Av-mv|^2=0$, hence $Av=mv$.

No eigenvalue lies lower: if $Aw=\mu w$ with $w\ne0$, the inequality reads $m\,(w\cdot w)\le\mu\,(w\cdot w)$, so $m\le\mu$.

```lean
/-- Variational principle: for a real symmetric matrix of size at least one, the minimal energy
expectation value is the lowest eigenvalue. -/
theorem isLowestExcitation_rayleighMin [Nonempty n] {A : Matrix n n ℝ} (hA : A.IsSymm) :
    IsLowestExcitation A (rayleighMin A) := by
  classical
  have hne : {v : n → ℝ | v ⬝ᵥ v = 1}.Nonempty := by
    obtain ⟨i⟩ := ‹Nonempty n›
    exact ⟨Pi.single i 1, by simp⟩
  have hcont : Continuous fun v : n → ℝ => v ⬝ᵥ A *ᵥ v := by
    simp only [dotProduct, mulVec]
    fun_prop
  obtain ⟨v, hv, hmin, hle⟩ :=
    isCompact_normalised.exists_sInf_image_eq_and_le hne hcont.continuousOn
  have hω : rayleighMin A = v ⬝ᵥ A *ᵥ v := hmin
  have hv1 : v ⬝ᵥ v = 1 := hv
  have hpos : ∀ w : n → ℝ, w ≠ 0 → 0 < w ⬝ᵥ w := fun w hw =>
    lt_of_le_of_ne (Finset.sum_nonneg fun i _ => mul_self_nonneg (w i))
      (Ne.symm (mt dotProduct_self_eq_zero.1 hw))
  -- the bound for vectors of any length follows by normalising them
  have key : ∀ w : n → ℝ, rayleighMin A * (w ⬝ᵥ w) ≤ w ⬝ᵥ A *ᵥ w := by
    intro w
    by_cases hw : w = 0
    · simp [hw]
    have hs := hpos w hw
    obtain ⟨c, hc⟩ : ∃ c : ℝ, c * (c * (w ⬝ᵥ w)) = 1 := by
      refine ⟨(√(w ⬝ᵥ w))⁻¹, ?_⟩
      have h1 := inv_mul_cancel₀ (Real.sqrt_pos.2 hs).ne'
      have h2 := Real.mul_self_sqrt hs.le
      linear_combination ((√(w ⬝ᵥ w))⁻¹ * √(w ⬝ᵥ w) + 1) * h1 - (√(w ⬝ᵥ w))⁻¹ ^ 2 * h2
    have h : v ⬝ᵥ A *ᵥ v ≤ (c • w) ⬝ᵥ A *ᵥ (c • w) := hle (c • w) (by
      change (c • w) ⬝ᵥ (c • w) = 1
      simp only [smul_dotProduct, dotProduct_smul, smul_eq_mul]
      exact hc)
    rw [← hω] at h
    simp only [mulVec_smul, smul_dotProduct, dotProduct_smul, smul_eq_mul] at h
    calc rayleighMin A * (w ⬝ᵥ w) ≤ c * (c * (w ⬝ᵥ A *ᵥ w)) * (w ⬝ᵥ w) :=
          mul_le_mul_of_nonneg_right h hs.le
      _ = w ⬝ᵥ A *ᵥ w := by linear_combination (w ⬝ᵥ A *ᵥ w) * hc
  -- stationarity of the energy at the minimiser, in every direction r
  have stat : ∀ r : n → ℝ, r ⬝ᵥ A *ᵥ v - rayleighMin A * (r ⬝ᵥ v) = 0 := by
    intro r
    have hsym : v ⬝ᵥ A *ᵥ r = r ⬝ᵥ A *ᵥ v := by
      rw [dotProduct_mulVec, ← mulVec_transpose, hA.eq, dotProduct_comm]
    have hd := discrim_le_zero (a := r ⬝ᵥ A *ᵥ r - rayleighMin A * (r ⬝ᵥ r))
      (b := 2 * (r ⬝ᵥ A *ᵥ v - rayleighMin A * (r ⬝ᵥ v))) (c := 0) (by
        intro t
        have h := key (v + t • r)
        simp only [mulVec_add, mulVec_smul, add_dotProduct, dotProduct_add, smul_dotProduct,
          dotProduct_smul, smul_eq_mul] at h
        rw [hsym, dotProduct_comm v r, hv1, ← hω] at h
        linarith)
    unfold discrim at hd
    nlinarith [sq_nonneg (r ⬝ᵥ A *ᵥ v - rayleighMin A * (r ⬝ᵥ v))]
  refine ⟨⟨v, ?_, ?_⟩, ?_⟩
  · rintro rfl
    simp at hv1
  · have h := stat (A *ᵥ v - rayleighMin A • v)
    rw [← smul_eq_mul, ← dotProduct_smul, ← dotProduct_sub] at h
    exact sub_eq_zero.1 (dotProduct_self_eq_zero.1 h)
  · rintro μ ⟨w, hw, hwe⟩
    have h := key w
    rw [hwe, dotProduct_smul, smul_eq_mul] at h
    exact le_of_mul_le_mul_right h (hpos w hw)
```

In the code, `key` is the inequality for vectors of any length and `stat` is the condition $d=0$. The discriminant enters through `discrim_le_zero`, and the symmetry of `A` is used in `hsym`. The final `refine` splits the claim into $v\neq0$, the eigenvalue equation and the lower bound.

## Countably many crossings cannot separate the two signs

Let the parameter space $E$ have real dimension at least two, with lowest eigenvalue $a>0$ at $p$ and $b<0$ at $q$. Suppose that the set $Z$ of crossings were countable.

Any two distinct points $u,w$ outside $Z$ can be joined without touching $Z$. Pick a direction $k$ independent of $w-u$ and consider the broken lines from $u$ through $\tfrac12(u+w)+tk$ to $w$, one for each real $t$. Two of these paths share only their endpoints, so each point of $Z$ lies on at most one of them. As there are uncountably many paths, some path avoids $Z$.

Neither $p$ nor $q$ is in $Z$, so such a path joins them. Along it $m(A(x))$ is continuous and runs between $a>0$ and $b<0$, so it vanishes somewhere. That point is a crossing outside $Z$, which is a contradiction.

```lean
/-- Let a real symmetric Tamm-Dancoff matrix depend continuously on at least two real parameters.
If its lowest eigenvalue is positive at one point and negative at another, it vanishes at
uncountably many points. -/
theorem crossings_not_countable {E : Type*} [AddCommGroup E] [Module ℝ E] [TopologicalSpace E]
    [ContinuousAdd E] [ContinuousSMul ℝ E] (hE : 1 < Module.rank ℝ E)
    {A : E → Matrix n n ℝ} (hA : Continuous A) (hs : ∀ x, (A x).IsSymm) {p q : E} {a b : ℝ}
    (hp : IsLowestExcitation (A p) a) (ha : 0 < a)
    (hq : IsLowestExcitation (A q) b) (hb : b < 0) :
    ¬ {x | IsLowestExcitation (A x) 0}.Countable := by
  intro hZ
  have : Nonempty n := by
    obtain ⟨v, hv, _⟩ := hp.1
    by_contra h
    rw [not_nonempty_iff] at h
    exact hv (Subsingleton.elim _ _)
  have ea : rayleighMin (A p) = a := IsLeast.unique (isLowestExcitation_rayleighMin (hs p)) hp
  have eb : rayleighMin (A q) = b := IsLeast.unique (isLowestExcitation_rayleighMin (hs q)) hq
  -- removing countably many points leaves the parameter space connected
  have hconn := (hZ.isPathConnected_compl_of_one_lt_rank hE).isConnected.isPreconnected
  obtain ⟨x, hx, h0⟩ := hconn.intermediate_value
    (fun h => hb.ne (IsLeast.unique hq h)) (fun h => ha.ne' (IsLeast.unique hp h))
    (continuous_rayleighMin hA).continuousOn
    (show (0 : ℝ) ∈ Set.Icc (rayleighMin (A q)) (rayleighMin (A p)) from
      ⟨by rw [eb]; exact hb.le, by rw [ea]; exact ha.le⟩)
  have h := isLowestExcitation_rayleighMin (hs x)
  have h0' : rayleighMin (A x) = 0 := h0
  rw [h0'] at h
  exact hx h
```

The hypothesis `1 < Module.rank ℝ E` is the condition on the dimension, `hA` is continuity and `hs` is symmetry at every point. The pairs `hp`, `ha` and `hq`, `hb` give the two signs. The requirement $n\ge1$ is not listed separately, because `hp` already supplies an eigenvector. Connectedness of the complement comes from `isPathConnected_compl_of_one_lt_rank`, and `IsLeast.unique` identifies `rayleighMin` with the given eigenvalues at `p` and `q`.

## Singular matrices in the plane

The plane has dimension two, so the preceding result applies to it.

```lean
/-- The plane has more than one real dimension. -/
theorem one_lt_rank_plane : 1 < Module.rank ℝ (ℝ × ℝ) := by
  have h : Module.finrank ℝ (ℝ × ℝ) = 2 := by simp
  rw [← Module.finrank_eq_rank, h]
  exact_mod_cast (by norm_num : 1 < 2)
```

At a crossing there is a $v\ne0$ with $Av=0\cdot v=0$, so $\det A=0$. The singular points therefore include all the crossings and are uncountable as well. They may also include points where a higher eigenvalue vanishes.

```lean
/-- A continuous real symmetric Tamm-Dancoff matrix over the plane, with lowest eigenvalue positive
at one point and negative at another, is singular at uncountably many points. -/
theorem singular_not_countable [DecidableEq n] {A : ℝ × ℝ → Matrix n n ℝ} (hA : Continuous A)
    (hs : ∀ x, (A x).IsSymm) {p q : ℝ × ℝ} {a b : ℝ}
    (hp : IsLowestExcitation (A p) a) (ha : 0 < a)
    (hq : IsLowestExcitation (A q) b) (hb : b < 0) :
    ¬ {x | (A x).det = 0}.Countable := by
  intro h
  refine crossings_not_countable one_lt_rank_plane hA hs hp ha hq hb (h.mono ?_)
  rintro x ⟨⟨v, hv, hve⟩, _⟩
  exact Matrix.exists_mulVec_eq_zero_iff.1 ⟨v, hv, by rw [hve, zero_smul]⟩
```

The inclusion of crossings among singular points enters through `h.mono`: if the larger set were countable, so would be the smaller one.

## A crossing that is not isolated

Suppose that every crossing were isolated. Each would then have a disc with rational centre and rational radius that contains it and no other crossing. Different crossings would have different discs, and there are only countably many such discs. The crossings would be countable, contrary to what was shown.

```lean
/-- For a continuous real symmetric Tamm-Dancoff matrix over the plane whose lowest eigenvalue
takes both signs, some crossing with the ground state is a limit of other crossings. -/
theorem exists_nonisolated_crossing {A : ℝ × ℝ → Matrix n n ℝ} (hA : Continuous A)
    (hs : ∀ x, (A x).IsSymm) {p q : ℝ × ℝ} {a b : ℝ}
    (hp : IsLowestExcitation (A p) a) (ha : 0 < a)
    (hq : IsLowestExcitation (A q) b) (hb : b < 0) :
    ∃ x, IsLowestExcitation (A x) 0 ∧ AccPt x (𝓟 {y | IsLowestExcitation (A y) 0}) := by
  by_contra hcon
  -- a set of isolated points in the plane is countable
  have hd : DiscreteTopology {y | IsLowestExcitation (A y) 0} :=
    discreteTopology_subtype_iff.2 fun x hx =>
      Filter.not_neBot.1 fun hacc => hcon ⟨x, hx, hacc⟩
  have hc : Countable {y | IsLowestExcitation (A y) 0} :=
    TopologicalSpace.separableSpace_iff_countable.1 inferInstance
  exact crossings_not_countable one_lt_rank_plane hA hs hp ha hq hb (Set.countable_coe_iff.1 hc)
```

`AccPt x (𝓟 S)` means that every neighbourhood of `x` contains a point of `S` other than `x`. The theorem provides one such crossing; further crossings elsewhere may still be isolated, and it does not say that the crossings form a smooth curve.

The matrix here is any continuous symmetric family of fixed finite size, defined on the whole plane. It is not derived from a density functional. A jump of the self-consistent solution between geometries can make the matrix discontinuous and so violate `hA`, and a frequency-dependent kernel would not give a single matrix $A(x)$ of this kind.

The absence of coupling could also be modelled explicitly, by the block matrix $0\oplus A(x)$ of size $n+1$, with a crossing defined as a coincidence of its two lowest eigenvalues, counted with multiplicity. This makes the zero coupling block visible. It enlarges the set of crossings by the points where $A(x)$ has a negative lowest eigenvalue that is itself degenerate, and so the set remains uncountable.

## Touching zero without a change of sign

The one-state matrix $A(x,y)=(x^2+y^2)$ is continuous and symmetric, with lowest eigenvalue $1$ at $(1,0)$ and $0$ at the origin. If $(x^2+y^2)v=0$ with $v\ne0$, then $x^2+y^2=0$, so $x=y=0$. Conversely, at the origin the matrix is zero and its only eigenvalue is $0$. There is thus a single crossing, and both conclusions fail when `b < 0` is weakened to `b ≤ 0`.

```lean
/-- For the one-state matrix with entry `x² + y²`, the lowest eigenvalue vanishes
only at the origin. -/
theorem touching_only_at_origin (x y : ℝ) :
    IsLowestExcitation ((x ^ 2 + y ^ 2) • (1 : Matrix (Fin 1) (Fin 1) ℝ)) 0 ↔
      x = 0 ∧ y = 0 := by
  constructor
  · rintro ⟨⟨v, hv, hve⟩, _⟩
    rw [smul_mulVec, one_mulVec, zero_smul] at hve
    have h := (smul_eq_zero.1 hve).resolve_right hv
    exact ⟨by nlinarith [sq_nonneg x, sq_nonneg y], by nlinarith [sq_nonneg x, sq_nonneg y]⟩
  · rintro ⟨rfl, rfl⟩
    refine ⟨⟨1, one_ne_zero, by simp⟩, ?_⟩
    rintro μ ⟨v, hv, hve⟩
    have h : μ • v = 0 := by rw [← hve]; simp
    exact ((smul_eq_zero.1 h).resolve_right hv).ge
```

## A coupled pair of states

Now let the ground state be coupled to one excited state, with

$$H(x,y)=\begin{pmatrix}x&y\\ y&-x\end{pmatrix}.$$

Its eigenvalues are $\pm\sqrt{x^2+y^2}$, which form a double cone. A real symmetric $2\times2$ matrix has equal eigenvalues exactly when it is a multiple $c\,\mathbf 1$ of the identity. Comparing entries gives $x=c$, $y=0$ and $-x=c$, so $x=y=0$; at the origin $c=0$ works. Here $H$ contains both states, whereas $A$ contained only the excited ones, and the coupling $y$ lets the degeneracy shrink to one point.

```lean
/-- The coupled two-state matrix with diagonal `x, -x` and coupling `y` is a multiple of the
identity only at the origin. -/
theorem coupled_degenerate_iff (x y : ℝ) :
    (∃ c : ℝ, !![x, y; y, -x] = c • (1 : Matrix (Fin 2) (Fin 2) ℝ)) ↔ x = 0 ∧ y = 0 := by
  constructor
  · rintro ⟨c, h⟩
    have h00 : x = c := by simpa using congrFun (congrFun h 0) 0
    have h01 : y = 0 := by simpa using congrFun (congrFun h 0) 1
    have h11 : -x = c := by simpa using congrFun (congrFun h 1) 1
    exact ⟨by linarith, h01⟩
  · rintro ⟨rfl, rfl⟩
    refine ⟨0, ?_⟩
    ext i j
    fin_cases i <;> fin_cases j <;> simp

end

end TammDancoffCrossing
```

```lean
#print axioms TammDancoffCrossing.singular_not_countable
#print axioms TammDancoffCrossing.exists_nonisolated_crossing
#print axioms TammDancoffCrossing.touching_only_at_origin
#print axioms TammDancoffCrossing.coupled_degenerate_iff
```

```
'TammDancoffCrossing.singular_not_countable' depends on axioms: [propext, Classical.choice, Quot.sound]
'TammDancoffCrossing.exists_nonisolated_crossing' depends on axioms: [propext, Classical.choice, Quot.sound]
'TammDancoffCrossing.touching_only_at_origin' depends on axioms: [propext, Classical.choice, Quot.sound]
'TammDancoffCrossing.coupled_degenerate_iff' depends on axioms: [propext, Classical.choice, Quot.sound]
```
